# For a real polynomial potential whose derivative has a positive leading coefficient and only simple real zeros, local minima minus local maxima number 1 if the derivative has odd degree and 0 if even

Let `F` be a real polynomial of degree `n` with positive leading coefficient, all of whose real zeros are simple. `signedCount_eq_parity` states that the zeros where `F` has positive slope, less those where it has negative slope, number `n % 2`. If `F` is read as the derivative of a potential on the line, this is the number of local minima minus the number of local maxima. The proof is by strong induction on the degree: without real zeros the degree is even and the count is 0, and otherwise the largest zero `a` is split off, `F = (X - C a) * Q`. The zero `a` counts +1, and at every lower zero the slope of `F` has the opposite sign to the slope of `Q`, so the count for `F` is 1 minus the count for `Q`.

This version doesn't compile in Lean 4 with Mathlib:

```lean
import Mathlib

open Polynomial Filter Topology

namespace WellsAndBarriers

noncomputable section

/-- Every real zero of `F` is simple: the slope of `F` does not vanish there. -/
def SimpleZeros (F : ℝ[X]) : Prop :=
  ∀ x : ℝ, F.eval x = 0 → F.derivative.eval x ≠ 0

/-- The signed count of the real zeros of `F`: a zero with positive slope counts `+1`,
any other zero counts `-1`. -/
def signedCount (F : ℝ[X]) : ℤ :=
  ∑ x ∈ F.roots.toFinset, if 0 < F.derivative.eval x then 1 else -1

/-- A polynomial with positive leading coefficient and no zero at or above `a` is positive
at `a`. -/
theorem eval_pos_of_no_zero_above (Q : ℝ[X]) (a : ℝ) (hl : 0 < Q.leadingCoeff)
    (h : ∀ x, a ≤ x → Q.eval x ≠ 0) : 0 < Q.eval a := by
  by_contra hcon
  have hn := not_lt.mp hcon
  rcases Nat.eq_zero_or_pos Q.natDegree with h0 | h0
  · obtain ⟨c, rfl⟩ := natDegree_eq_zero.mp h0
    rw [leadingCoeff_C] at hl
    rw [eval_C] at hn
    linarith
  · have ht := Q.tendsto_atTop_of_leadingCoeff_nonneg
      (natDegree_pos_iff_degree_pos.mp h0) hl.le
    obtain ⟨b, hb, hab⟩ := ((ht.eventually_gt_atTop 0).and (eventually_ge_atTop a)).exists
    -- a sign change between a and b would force a zero
    obtain ⟨x, hx, hx0⟩ :=
      intermediate_value_Icc hab Q.continuous.continuousOn ⟨hn, hb.le⟩
    exact h x hx.1 hx0

/-- A polynomial with positive leading coefficient and no real zero has even degree. -/
theorem even_degree_of_no_zero (Q : ℝ[X]) (hl : 0 < Q.leadingCoeff)
    (h : ∀ x, Q.eval x ≠ 0) : Even Q.natDegree := by
  by_contra hcon
  have ho := Nat.not_even_iff_odd.mp hcon
  have h1 := eval_pos_of_no_zero_above Q 0 hl (fun x _ => h x)
  -- for odd degree the reflected polynomial -Q(-x) would be positive at 0 as well
  have h2 := eval_pos_of_no_zero_above (-(Q.comp (-X))) 0
    (by
      rw [leadingCoeff_neg, leadingCoeff_comp (by simp), leadingCoeff_neg, leadingCoeff_X,
        ho.neg_one_pow]
      linarith)
    (fun x _ => by
      simp only [eval_neg, eval_comp, eval_X]
      exact neg_ne_zero.mpr (h (-x)))
  simp only [eval_neg, eval_comp, eval_X, neg_zero] at h2
  linarith

/-- For a polynomial with positive leading coefficient and simple real zeros, the signed
count of the zeros is the parity of the degree. -/
theorem signedCount_eq_parity (n : ℕ) : ∀ F : ℝ[X], F.natDegree = n →
    0 < F.leadingCoeff → SimpleZeros F → signedCount F = ((n % 2 : ℕ) : ℤ) := by
  induction n using Nat.strong_induction_on with
  | _ n ih =>
    intro F hn hl hs
    have hF0 : F ≠ 0 := leadingCoeff_ne_zero.mp hl.ne'
    have hmem : ∀ x, x ∈ F.roots.toFinset ↔ F.eval x = 0 := fun x => by
      rw [Multiset.mem_toFinset, mem_roots hF0, IsRoot.def]
    rcases F.roots.toFinset.eq_empty_or_nonempty with he | hne
    · have hev := even_degree_of_no_zero F hl (fun x hx => by
        have hx' := (hmem x).mpr hx
        rw [he] at hx'
        simp at hx')
      rw [hn] at hev
      rw [signedCount, he, Finset.sum_empty, Nat.even_iff.mp hev]
      rfl
    · -- split off the largest zero a
      obtain ⟨a, ha, hmax⟩ := F.roots.toFinset.exists_max_image id hne
      obtain ⟨Q, rfl⟩ := dvd_iff_isRoot.mpr ((hmem a).mp ha)
      have hQ0 : Q ≠ 0 := right_ne_zero_of_mul hF0
      have hd : ∀ x, ((X - C a) * Q).derivative.eval x
          = Q.eval x + (x - a) * Q.derivative.eval x := fun x => by
        simp [derivative_mul]
      have hlQ : 0 < Q.leadingCoeff := by
        rwa [leadingCoeff_mul, leadingCoeff_X_sub_C, one_mul] at hl
      have hdeg : 1 + Q.natDegree = n := by
        rwa [natDegree_mul (X_sub_C_ne_zero a) hQ0, natDegree_X_sub_C] at hn
      have hz : ∀ x, Q.eval x = 0 → ((X - C a) * Q).eval x = 0 := fun x hx => by
        rw [eval_mul, hx, mul_zero]
      have hQa : Q.eval a ≠ 0 := fun h0 => hs a (hz a h0) (by rw [hd, h0]; ring)
      have hlt : ∀ x, Q.eval x = 0 → x < a := fun x hx =>
        lt_of_le_of_ne (hmax x ((hmem x).mpr (hz x hx))) (fun h => hQa (h ▸ hx))
      have hsQ : SimpleZeros Q := fun x hx h0 =>
        hs x (hz x hx) (by rw [hd, hx, h0]; ring)
      have hpos := eval_pos_of_no_zero_above Q a hlQ
        (fun x hx h0 => absurd (hlt x h0) (not_lt_of_ge hx))
      have hmemQ : ∀ x, x ∈ Q.roots.toFinset ↔ Q.eval x = 0 := fun x => by
        rw [Multiset.mem_toFinset, mem_roots hQ0, IsRoot.def]
      have hins : ((X - C a) * Q).roots.toFinset = insert a Q.roots.toFinset := by
        ext x
        rw [hmem, Finset.mem_insert, hmemQ, eval_mul, mul_eq_zero, eval_sub, eval_X,
          eval_C, sub_eq_zero]
      -- all crossings below a reverse their direction
      have hrec : signedCount ((X - C a) * Q) = 1 - signedCount Q := by
        unfold signedCount
        rw [hins, Finset.sum_insert (fun h => hQa ((hmemQ a).mp h)),
          if_pos (by rw [hd, sub_self, zero_mul, add_zero]; exact hpos),
          sub_eq_add_neg, ← Finset.sum_neg_distrib]
        congr 1
        apply Finset.sum_congr rfl
        intro x hx
        have hx0 := (hmemQ x).mp hx
        have hxa := sub_neg.mpr (hlt x hx0)
        rw [hd, hx0, zero_add]
        rcases lt_or_gt_of_ne (hsQ x hx0) with h | h
        · rw [if_pos (mul_pos_of_neg_of_neg hxa h), if_neg (not_lt_of_ge h.le)]
          norm_num
        · rw [if_neg (not_lt_of_ge (mul_neg_of_neg_of_pos hxa h).le), if_pos h]
      rw [hrec, ih Q.natDegree (by omega) Q rfl hlQ hsQ]
      omega

end

end WellsAndBarriers
```

Compiling this gives:

```
Main.lean:104:26: error: Tactic `rewrite` failed: Did not find an occurrence of the pattern
  -∑ x ∈ ?m.615, ?f x
in the target expression
  (1 + ∑ x ∈ Q.roots.toFinset, if 0 < eval x (derivative ((X + -C a) * Q)) then 1 else -1) =
    1 - ∑ x ∈ Q.roots.toFinset, if 0 < eval x (derivative Q) then 1 else -1

n : ℕ
ih : ∀ m < n, ∀ (F : ℝ[X]), F.natDegree = m → 0 < F.leadingCoeff → SimpleZeros F → signedCount F = ↑(m % 2)
a : ℝ
Q : ℝ[X]
hn : ((X - C a) * Q).natDegree = n
hl : 0 < ((X - C a) * Q).leadingCoeff
hs : SimpleZeros ((X - C a) * Q)
hF0 : (X - C a) * Q ≠ 0
hmem : ∀ (x : ℝ), x ∈ ((X - C a) * Q).roots.toFinset ↔ eval x ((X - C a) * Q) = 0
hne : ((X - C a) * Q).roots.toFinset.Nonempty
ha : a ∈ ((X - C a) * Q).roots.toFinset
hmax : ∀ x' ∈ ((X - C a) * Q).roots.toFinset, id x' ≤ id a
hQ0 : Q ≠ 0
hd : ∀ (x : ℝ), eval x (derivative ((X - C a) * Q)) = eval x Q + (x - a) * eval x (derivative Q)
hlQ : 0 < Q.leadingCoeff
hdeg : 1 + Q.natDegree = n
hz : ∀ (x : ℝ), eval x Q = 0 → eval x ((X - C a) * Q) = 0
hQa : eval a Q ≠ 0
hlt : ∀ (x : ℝ), eval x Q = 0 → x < a
hsQ : SimpleZeros Q
hpos : 0 < eval a Q
hmemQ : ∀ (x : ℝ), x ∈ Q.roots.toFinset ↔ eval x Q = 0
hins : ((X - C a) * Q).roots.toFinset = insert a Q.roots.toFinset
⊢ (1 + ∑ x ∈ Q.roots.toFinset, if 0 < eval x (derivative ((X + -C a) * Q)) then 1 else -1) =
    1 - ∑ x ∈ Q.roots.toFinset, if 0 < eval x (derivative Q) then 1 else -1
```

What went wrong. The error arises in the proof of `hrec`, where the goal has the form `1 + ∑ … = 1 - ∑ …`. The rewrite with `sub_eq_add_neg` was meant to turn the right-hand side into `1 + -∑ …`, so that `← Finset.sum_neg_distrib` could then move the minus sign inside the sum.

Given no arguments, however, `sub_eq_add_neg` fits any subtraction, and `rw` settles on the first match it finds. That was the polynomial `X - C a` inside the derivative on the left, which the message shows as `X + -C a`. The integer subtraction on the right was left as it stood, so the goal contained no negated sum and the next rewrite found nothing to match.

The repair writes `sub_eq_add_neg (1 : ℤ)`. This fixes the first operand as the integer 1, so the pattern no longer fits `X - C a` but does fit `1 - ∑ …`. The negated sum now appears, and `← Finset.sum_neg_distrib` applies.

The mended proof, as a diff:

```diff
@@ -102,5 +102,5 @@
         rw [hins, Finset.sum_insert (fun h => hQa ((hmemQ a).mp h)),
           if_pos (by rw [hd, sub_self, zero_mul, add_zero]; exact hpos),
-          sub_eq_add_neg, ← Finset.sum_neg_distrib]
+          sub_eq_add_neg (1 : ℤ), ← Finset.sum_neg_distrib]
         congr 1
         apply Finset.sum_congr rfl
```
